# For a Hermitian matrix and nonreal poles, the scalar pole-expansion error on the spectrum bounds every entry of the matrix error

In a large electronic-structure calculation with a sparse one-particle Hamiltonian H in an orthonormal basis, the density matrix is f(H), where f is the occupation function. It can be approximated by a weighted sum of shifted inverses of H, of which only selected entries are computed. The quality of such an expansion can be judged on the energy axis, as an error between two scalar functions. The question here is how large the error in a single matrix entry can then become.

In Lean 4 with Mathlib:

```lean
import Mathlib

open Matrix

namespace PoleExpansionSelectedInversion

noncomputable section

variable {n ι : Type*} [Fintype n] [DecidableEq n] [Fintype ι] {H : Matrix n n ℂ}

/-- The matrix function `g(H) = U g(Λ) U†` of a Hermitian matrix `H`, where `U` holds the
eigenvectors and `Λ` the eigenvalues of `H`. -/
def matFun (hH : H.IsHermitian) (g : ℝ → ℂ) : Matrix n n ℂ :=
  (hH.eigenvectorUnitary : Matrix n n ℂ) * diagonal (fun k => g (hH.eigenvalues k)) *
    (hH.eigenvectorUnitary : Matrix n n ℂ)ᴴ

/-- The scalar pole expansion `∑ w_l / (x - z_l)`, for real `x` different from all poles. -/
def poleSum (w z : ι → ℂ) (x : ℝ) : ℂ := ∑ l, w l / ((x : ℂ) - z l)

/-- The matrix pole expansion `∑ w_l (H - z_l)⁻¹`, for poles that are not eigenvalues of `H`. -/
def poleMatrix (H : Matrix n n ℂ) (w z : ι → ℂ) : Matrix n n ℂ :=
  ∑ l, w l • (H - z l • (1 : Matrix n n ℂ))⁻¹

/-- The matrix function of `g(x) = x` is the Hermitian matrix `H` itself. -/
theorem matFun_id (hH : H.IsHermitian) : matFun hH (fun x => (x : ℂ)) = H := by
  have h := hH.spectral_theorem
  rw [Unitary.conjStarAlgAut_apply] at h
  exact h.symm

/-- The difference of two functions of `H` is the matrix function of the difference. -/
theorem matFun_sub (hH : H.IsHermitian) (g h : ℝ → ℂ) :
    matFun hH g - matFun hH h = matFun hH (fun x => g x - h x) := by
  unfold matFun
  rw [← Matrix.sub_mul, ← Matrix.mul_sub, diagonal_sub]

/-- The product of two functions of `H` is the matrix function of the product. -/
theorem matFun_mul (hH : H.IsHermitian) (g h : ℝ → ℂ) :
    matFun hH g * matFun hH h = matFun hH (fun x => g x * h x) := by
  have hU : (hH.eigenvectorUnitary : Matrix n n ℂ)ᴴ * (hH.eigenvectorUnitary : Matrix n n ℂ) = 1 :=
    Matrix.mem_unitaryGroup_iff'.1 hH.eigenvectorUnitary.2
  unfold matFun
  rw [← diagonal_mul_diagonal]
  simp only [Matrix.mul_assoc]
  -- the inner factor `U† U` cancels
  rw [← Matrix.mul_assoc (hH.eigenvectorUnitary : Matrix n n ℂ)ᴴ, hU, Matrix.one_mul]

/-- For Hermitian `H` and a nonreal pole `z`, the inverse of `H - z` is the matrix function of
`1 / (x - z)`. -/
theorem resolvent_eq (hH : H.IsHermitian) {z : ℂ} (hz : z.im ≠ 0) :
    (H - z • (1 : Matrix n n ℂ))⁻¹ = matFun hH (fun x => 1 / ((x : ℂ) - z)) := by
  have hU : (hH.eigenvectorUnitary : Matrix n n ℂ) * (hH.eigenvectorUnitary : Matrix n n ℂ)ᴴ = 1 :=
    Matrix.mem_unitaryGroup_iff.1 hH.eigenvectorUnitary.2
  have hc : ∀ c : ℂ, matFun hH (fun _ => c) = c • (1 : Matrix n n ℂ) := by
    intro c
    unfold matFun
    rw [← Matrix.smul_one_eq_diagonal, Matrix.mul_smul, Matrix.smul_mul, Matrix.mul_one, hU]
  have hs := matFun_sub hH (fun x => (x : ℂ)) (fun _ => z)
  rw [matFun_id, hc] at hs
  -- a nonreal pole never meets the real spectrum
  have h1 : (fun x : ℝ => ((x : ℂ) - z) * (1 / ((x : ℂ) - z))) = fun _ => 1 := by
    funext x
    refine mul_one_div_cancel (fun h => hz ?_)
    have := congrArg Complex.im h
    simpa using this
  apply Matrix.inv_eq_right_inv
  rw [hs, matFun_mul, h1, hc, one_smul]

/-- For Hermitian `H` and nonreal poles, the matrix pole expansion is the scalar pole expansion
applied to `H`. -/
theorem poleMatrix_eq (hH : H.IsHermitian) (w z : ι → ℂ) (hz : ∀ l, (z l).im ≠ 0) :
    poleMatrix H w z = matFun hH (poleSum w z) := by
  have hd : diagonal (fun k => poleSum w z (hH.eigenvalues k)) =
      ∑ l, w l • diagonal (fun k => 1 / ((hH.eigenvalues k : ℂ) - z l)) := by
    ext i j
    by_cases hij : i = j
    · subst hij
      simp [poleSum, Matrix.sum_apply, div_eq_mul_inv]
    · simp [Matrix.sum_apply, hij]
  unfold poleMatrix
  rw [Finset.sum_congr rfl (fun l _ => by rw [resolvent_eq hH (hz l)])]
  unfold matFun
  rw [hd, Matrix.mul_sum, Matrix.sum_mul]
  simp only [Matrix.mul_smul, Matrix.smul_mul]

/-- For Hermitian `H`, a matrix element of `g(H)` between `u` and `v` is a sum over eigenstates of
`g` at the eigenvalue times the two expansion coefficients, the first conjugated. -/
theorem form_matFun (hH : H.IsHermitian) (g : ℝ → ℂ) (u v : n → ℂ) :
    star u ⬝ᵥ (matFun hH g *ᵥ v) =
      ∑ k, star (((hH.eigenvectorUnitary : Matrix n n ℂ)ᴴ *ᵥ u) k) *
        (g (hH.eigenvalues k) * ((hH.eigenvectorUnitary : Matrix n n ℂ)ᴴ *ᵥ v) k) := by
  have hs : star u ᵥ* (hH.eigenvectorUnitary : Matrix n n ℂ) =
      star ((hH.eigenvectorUnitary : Matrix n n ℂ)ᴴ *ᵥ u) := by
    rw [Matrix.star_mulVec, conjTranspose_conjTranspose]
  unfold matFun
  rw [← Matrix.mulVec_mulVec, ← Matrix.mulVec_mulVec, Matrix.dotProduct_mulVec, hs]
  simp only [dotProduct, Matrix.mulVec_diagonal, Pi.star_apply]

/-- For Hermitian `H`, all matrix elements of `g(H)` between unit vectors have modulus at most `ε`
exactly when `g` has modulus at most `ε` at every eigenvalue of `H`. -/
theorem form_le_iff (hH : H.IsHermitian) (g : ℝ → ℂ) (ε : ℝ) :
    (∀ u v : n → ℂ, ∑ i, ‖u i‖ ^ 2 = 1 → ∑ i, ‖v i‖ ^ 2 = 1 →
      ‖star u ⬝ᵥ (matFun hH g *ᵥ v)‖ ≤ ε) ↔ ∀ k, ‖g (hH.eigenvalues k)‖ ≤ ε := by
  have hU : (hH.eigenvectorUnitary : Matrix n n ℂ) * (hH.eigenvectorUnitary : Matrix n n ℂ)ᴴ = 1 :=
    Matrix.mem_unitaryGroup_iff.1 hH.eigenvectorUnitary.2
  have hU' : (hH.eigenvectorUnitary : Matrix n n ℂ)ᴴ * (hH.eigenvectorUnitary : Matrix n n ℂ) = 1 :=
    Matrix.mem_unitaryGroup_iff'.1 hH.eigenvectorUnitary.2
  have hn : ∀ x : n → ℂ, star x ⬝ᵥ x = ((∑ i, ‖x i‖ ^ 2 : ℝ) : ℂ) := by
    intro x
    push_cast
    exact Finset.sum_congr rfl (fun i _ => Complex.conj_mul' (x i))
  constructor
  · -- test on the k-th eigenvector
    intro h k
    have hk : (hH.eigenvectorUnitary : Matrix n n ℂ)ᴴ *ᵥ
        (fun i => (hH.eigenvectorUnitary : Matrix n n ℂ) i k) = Pi.single k 1 := by
      funext j
      have := congrFun (congrFun hU' j) k
      rw [Matrix.one_apply] at this
      rw [Pi.single_apply]
      exact this
    have h1 : ∑ i, ‖(hH.eigenvectorUnitary : Matrix n n ℂ) i k‖ ^ 2 = 1 := by
      apply Complex.ofReal_injective
      rw [← hn (fun i => (hH.eigenvectorUnitary : Matrix n n ℂ) i k), Complex.ofReal_one]
      have := congrFun (congrFun hU' k) k
      rw [Matrix.one_apply_eq] at this
      exact this
    have h2 := h _ _ h1 h1
    rw [form_matFun, hk] at h2
    simpa [Pi.single_apply] using h2
  · intro hg u v hu hv
    -- expansion coefficients of a unit vector are normalised
    have hp : ∀ x : n → ℂ, ∑ i, ‖x i‖ ^ 2 = 1 →
        ∑ i, ‖((hH.eigenvectorUnitary : Matrix n n ℂ)ᴴ *ᵥ x) i‖ ^ 2 = 1 := by
      intro x hx
      apply Complex.ofReal_injective
      rw [← hn ((hH.eigenvectorUnitary : Matrix n n ℂ)ᴴ *ᵥ x), Matrix.star_mulVec,
        conjTranspose_conjTranspose, ← Matrix.dotProduct_mulVec, Matrix.mulVec_mulVec, hU,
        Matrix.one_mulVec, hn, hx]
    have ha := hp u hu
    have hb := hp v hv
    rw [form_matFun]
    set a := (hH.eigenvectorUnitary : Matrix n n ℂ)ᴴ *ᵥ u
    set b := (hH.eigenvectorUnitary : Matrix n n ℂ)ᴴ *ᵥ v
    calc _ ≤ ∑ k, ‖star (a k) * (g (hH.eigenvalues k) * b k)‖ := norm_sum_le _ _
      _ ≤ ∑ k, ε / 2 * (‖a k‖ ^ 2 + ‖b k‖ ^ 2) := by
          refine Finset.sum_le_sum (fun k _ => ?_)
          rw [norm_mul, norm_mul, norm_star]
          have h0 : 0 ≤ ε := (norm_nonneg _).trans (hg k)
          have h1 := mul_le_mul_of_nonneg_right (hg k)
            (mul_nonneg (norm_nonneg (a k)) (norm_nonneg (b k)))
          have h2 := mul_nonneg h0 (sq_nonneg (‖a k‖ - ‖b k‖))
          linarith
      _ = ε := by
          rw [← Finset.mul_sum, Finset.sum_add_distrib, ha, hb]
          ring

/-- For Hermitian `H` and nonreal poles, the scalar pole expansion is within `ε` of `f` at all
eigenvalues of `H` exactly when every matrix element of the error `f(H) - ∑ w_l (H - z_l)⁻¹` between
two unit vectors has modulus at most `ε`. -/
theorem pole_error_iff (hH : H.IsHermitian) (f : ℝ → ℝ) (w z : ι → ℂ)
    (hz : ∀ l, (z l).im ≠ 0) (ε : ℝ) :
    (∀ u v : n → ℂ, ∑ i, ‖u i‖ ^ 2 = 1 → ∑ i, ‖v i‖ ^ 2 = 1 →
      ‖star u ⬝ᵥ ((matFun hH (fun x => (f x : ℂ)) - poleMatrix H w z) *ᵥ v)‖ ≤ ε) ↔
    ∀ k, ‖(f (hH.eigenvalues k) : ℂ) - poleSum w z (hH.eigenvalues k)‖ ≤ ε := by
  rw [poleMatrix_eq hH w z hz, matFun_sub]
  exact form_le_iff hH _ ε

/-- If a pole expansion with nonreal poles is within `ε` of `f` at every eigenvalue of the
Hermitian matrix `H`, every entry of `f(H) - ∑ w_l (H - z_l)⁻¹` has modulus at most `ε`. -/
theorem entry_error_le (hH : H.IsHermitian) (f : ℝ → ℝ) (w z : ι → ℂ)
    (hz : ∀ l, (z l).im ≠ 0) (ε : ℝ)
    (hf : ∀ k, ‖(f (hH.eigenvalues k) : ℂ) - poleSum w z (hH.eigenvalues k)‖ ≤ ε) (i j : n) :
    ‖(matFun hH (fun x => (f x : ℂ)) - poleMatrix H w z) i j‖ ≤ ε := by
  have hs : ∀ m : n, ∑ i, ‖(Pi.single m 1 : n → ℂ) i‖ ^ 2 = 1 := by
    intro m
    rw [Finset.sum_eq_single m]
    · simp
    · intro b _ hb
      simp [hb]
    · simp
  -- an entry is a matrix element between two basis vectors
  have h := (pole_error_iff hH f w z hz ε).2 hf (Pi.single i 1) (Pi.single j 1) (hs i) (hs j)
  have hstar : star (Pi.single i 1 : n → ℂ) = Pi.single i 1 := by
    funext m
    by_cases hm : m = i
    · subst hm
      simp
    · simp [hm]
  rw [hstar, single_one_dotProduct, Matrix.mulVec_single_one] at h
  exact h

/-- Let `H` be Hermitian, let `A` vanish outside a pattern `S`, and let an expansion with nonreal
poles be within `ε` of `f` at all eigenvalues of `H`. With `P` the matrix pole expansion, the sum of
`A_ij P_ji` over `(i, j)` in `S` then gives `Tr(A f(H))` with error at most `ε` times the sum of
`|A_ij|` over `S`. -/
theorem selected_trace_error_le (hH : H.IsHermitian) (f : ℝ → ℝ) (w z : ι → ℂ)
    (hz : ∀ l, (z l).im ≠ 0) (ε : ℝ)
    (hf : ∀ k, ‖(f (hH.eigenvalues k) : ℂ) - poleSum w z (hH.eigenvalues k)‖ ≤ ε)
    (A : Matrix n n ℂ) (S : Finset (n × n)) (hA : ∀ p, p ∉ S → A p.1 p.2 = 0) :
    ‖(A * matFun hH (fun x => (f x : ℂ))).trace -
      ∑ p ∈ S, A p.1 p.2 * poleMatrix H w z p.2 p.1‖ ≤ ε * ∑ p ∈ S, ‖A p.1 p.2‖ := by
  -- only the entries on the pattern enter the trace
  have ht : (A * matFun hH (fun x => (f x : ℂ))).trace =
      ∑ p ∈ S, A p.1 p.2 * matFun hH (fun x => (f x : ℂ)) p.2 p.1 := by
    rw [Finset.sum_subset (Finset.subset_univ S) (fun p _ hp => by rw [hA p hp, zero_mul]),
      Fintype.sum_prod_type]
    simp only [Matrix.trace, Matrix.diag_apply, Matrix.mul_apply]
  rw [ht, ← Finset.sum_sub_distrib, Finset.mul_sum]
  refine (norm_sum_le _ _).trans (Finset.sum_le_sum (fun p _ => ?_))
  rw [← mul_sub, norm_mul, mul_comm ε]
  exact mul_le_mul_of_nonneg_left (entry_error_le hH f w z hz ε hf p.2 p.1) (norm_nonneg _)

end

end PoleExpansionSelectedInversion
```

```lean
#print axioms PoleExpansionSelectedInversion.pole_error_iff
#print axioms PoleExpansionSelectedInversion.selected_trace_error_le
```

```
'PoleExpansionSelectedInversion.pole_error_iff' depends on axioms: [propext, Classical.choice, Quot.sound]
'PoleExpansionSelectedInversion.selected_trace_error_le' depends on axioms: [propext, Classical.choice, Quot.sound]
```

## Three bounds with the same ε

Let H be a finite Hermitian matrix with eigenvalues λ_k, and let f be a real function of a real variable. Take finitely many complex poles z_l with nonzero imaginary parts, and complex weights w_l. They define a scalar function and a matrix:

r(x) = Σ_l w_l / (x − z_l)

P = Σ_l w_l (H − z_l)⁻¹

In the file these are `poleSum` and `poleMatrix`. The assumption `hf` says that the scalar error is at most ε at each eigenvalue:

|f(λ_k) − r(λ_k)| ≤ ε for all k.

Nothing is required of r between the eigenvalues.

The theorem `entry_error_le` concludes that |(f(H) − P)_ij| ≤ ε for all i and j. The bound contains no factor for the matrix dimension, the number of poles or their distance from the real axis.

The theorem `pole_error_iff` is sharper. It says that the scalar condition holds exactly when

|u†(f(H) − P)v| ≤ ε for all unit vectors u and v.

Bounding the entries alone, which means testing only basis vectors, would not give the scalar condition back. If H is the 2 × 2 matrix with zeros on the diagonal and ones off it, and the scalar error is 2ε at the eigenvalue 1 and zero at −1, then every entry of the matrix error is only ε.

The theorem `selected_trace_error_le` concerns an observable A whose entries vanish outside a set S of index pairs. It bounds the error of a trace computed from few entries of P:

|Tr(A f(H)) − Σ_{(i,j)∈S} A_ij P_ji| ≤ ε Σ_{(i,j)∈S} |A_ij|.

The indices of P are transposed: a pair (i,j) in S calls for the entry (j,i) of each inverse.

## Density matrices, sparsity and the absent gap

The type `n` labels a finite orthonormal set of basis functions, and `hH : H.IsHermitian` says that H is Hermitian. The real numbers `hH.eigenvalues k` are the one-particle energies, and the columns of `hH.eigenvectorUnitary` are the orbitals. The definition `matFun` is the usual matrix function U g(Λ) U†. It accepts complex-valued g, because r is complex in general, and the real f enters through its embedding in the complex numbers. It is the full complex sum r, not its imaginary part, that has to approximate f. A scalar expansion written as an imaginary part takes this form once the conjugate poles are added, because Im(w/(x − z)) = (w/(x − z) − w*/(x − z*))/(2i) for real x.

If f is the Fermi–Dirac occupation function, f(H) is the one-particle density matrix. With A = H and S the sparsity pattern of H, the trace is the band energy. For non-interacting electrons in a finite orthonormal basis and at a fixed chemical potential, the result therefore turns the scalar error of a pole expansion into an error bar for density-matrix entries and for the band energy obtained by selected inversion.

No gap between occupied and empty levels is assumed, and degenerate eigenvalues are allowed. The condition Im z_l ≠ 0 keeps the poles away from the real energies, so every H − z_l is invertible. A gap can still matter for how many poles are needed to reach a given ε, especially when f is a sharp step, but here ε is an input.

The inverses are the true ones: rounding errors and the algorithm that extracts the selected entries are not modelled. A nonorthogonal basis, with its overlap matrix, is not treated either.

## From one resolvent to the whole expansion

Write H = UΛU†, where U is unitary and Λ is the diagonal matrix of the λ_k. For a nonreal z,

H − z = U(Λ − z)U†.

Each λ_k is real, so λ_k − z ≠ 0 and Λ − z has an inverse. Multiplying gives

U(Λ − z)U† · U(Λ − z)⁻¹U† = U(Λ − z)(Λ − z)⁻¹U† = UU† = 1,

and hence

(H − z)⁻¹ = U(Λ − z)⁻¹U†.

The file assembles this from small rules. `matFun_id` is the spectral theorem, H = UΛU†. `matFun_sub` subtracts two matrix functions, and `matFun_mul` multiplies them by cancelling the inner U†U. In `resolvent_eq`, a further small rule is proved: a constant function c gives c times the identity. With it, the first two rules write H − z as a matrix function, the third shows that its product with the proposed inverse is 1, and `Matrix.inv_eq_right_inv` identifies that matrix as the inverse.

Weighting and summing over l gives

P = Σ_l w_l U(Λ − z_l)⁻¹U† = U r(Λ) U†,

which is `poleMatrix_eq`. With g(x) = f(x) − r(x), the error matrix is therefore

E = f(H) − P = U g(Λ) U†.

## Matrix elements as sums over orbitals

Let u and v be unit vectors, with expansion coefficients a = U†u and b = U†v. Then

u†Ev = Σ_k a_k* g(λ_k) b_k,

which is `form_matFun` for this g. The coefficients are normalised because U is unitary:

Σ_k |a_k|² = u†UU†u = u†u = 1,

and likewise for b. Suppose |g(λ_k)| ≤ ε for all k. A unit vector exists only if there is at least one basis function, hence at least one eigenvalue, so ε ≥ 0. From (|a_k| − |b_k|)² ≥ 0 follows

|a_k||b_k| ≤ (|a_k|² + |b_k|²)/2,

and therefore

|u†Ev| ≤ Σ_k |a_k||g(λ_k)||b_k|
≤ ε Σ_k |a_k||b_k|
≤ (ε/2) Σ_k (|a_k|² + |b_k|²)
= (ε/2)(1 + 1) = ε.

This is the second half of `form_le_iff`. Its `calc` block follows the same chain, with `norm_sum_le` as the triangle inequality and `linarith` combining the bound on g with the nonnegative square.

For the converse, take u and v both equal to the k-th column of U, the orbital ψ_k. Since U†ψ_k is the k-th basis vector, the sum has a single term:

ψ_k†Eψ_k = g(λ_k).

A bound on all matrix elements between unit vectors thus bounds g at every eigenvalue. The first half of `form_le_iff` makes this choice, and `pole_error_iff` applies the equivalence to g = f − r.

## Entries and traces

Let e_i be the i-th basis vector. Then

E_ij = e_i†Ee_j,

and e_i and e_j are unit vectors, so |E_ij| ≤ ε. In `entry_error_le` the basis vectors appear as `Pi.single i 1` and `Pi.single j 1`.

For the trace, the terms outside S vanish because A_ij = 0 there:

Tr(A f(H)) = Σ_{i,j} A_ij f(H)_ji = Σ_{(i,j)∈S} A_ij f(H)_ji.

Subtracting the computed sum leaves

Σ_{(i,j)∈S} A_ij (f(H)_ji − P_ji) = Σ_{(i,j)∈S} A_ij E_ji,

whose modulus is at most

Σ_{(i,j)∈S} |A_ij||E_ji| ≤ ε Σ_{(i,j)∈S} |A_ij|.

The proof of `selected_trace_error_le` restricts the trace to S with `Finset.sum_subset`, applies the triangle inequality, and uses `entry_error_le` once for each pair in the pattern.
